# Fenwick parity sets split the first \(j\) orbitals into disjoint blocks, one per binary one of \(j\)

Let a fermionic basis state be a product of creation operators acting on the vacuum, ordered from left to right by increasing orbital label; orbitals here are spin orbitals, each empty or singly occupied. When a creation or annihilation operator for orbital \(j+1\) gives a nonzero result, its sign is set by the parity of the occupations of orbitals \(1,\dots,j\). In a qubit simulation of electronic structure, the Fenwick encoding gives this parity from a few stored partial sums. The problems below find which qubits to read and how many, for occupation bit strings only; operators and superpositions are not modelled.

## Labels, blocks and stored parities

```lean
import Mathlib

open Finset

namespace FenwickParity

noncomputable section
```

For \(m>0\), let \(\ell(m)=2^{v(m)}\), where \(v(m)\) is the exponent of 2 in the prime factorisation of \(m\). In Lean this is `low`.

```lean
/-- The largest power of two dividing a positive label `m`. -/
def low (m : ℕ) : ℕ := 2 ^ padicValNat 2 m
```

Let \(s(j)\) be the sum of the binary digits of \(j\).

```lean
/-- The number of ones in the binary expansion of `j`. -/
def ones (j : ℕ) : ℕ := (Nat.digits 2 j).sum
```

Qubit \(m\) is assigned the orbitals \(B(m)=\{m-\ell(m)+1,\dots,m\}\). The half-open interval `Ioc` excludes its left end.

```lean
/-- The interval `(m - low m, m]` of orbitals assigned to qubit `m`. -/
def block (m : ℕ) : Finset ℕ := Ioc (m - low m) m
```

The parity set \(P(j)\) collects the positive labels met when \(\ell(m)\) is repeatedly subtracted from the current label \(m\), starting at \(j\) and stopping at zero. Since \(\ell(m)>0\), the process ends.

```lean
/-- The positive labels visited when `m ↦ m - low m` is iterated from `j` down to zero. -/
def paritySet : ℕ → Finset ℕ
  | 0 => ∅
  | j + 1 => insert (j + 1) (paritySet (j + 1 - low (j + 1)))
termination_by j => j
decreasing_by
  have h : 0 < low (j + 1) := by unfold low; positivity
  omega
```

Occupations \(n_i\) (`occ i`) take values in `ZMod 2`, so addition is addition of parities. Qubit \(m\) stores \(q_m=\sum_{i\in B(m)}n_i\). Labels run over all natural numbers, with orbitals counted from 1; no register size is fixed.

```lean
/-- The Fenwick encoding: qubit `m` stores the parity of the occupations in its block. -/
def encode (occ : ℕ → ZMod 2) (m : ℕ) : ZMod 2 := ∑ i ∈ block m, occ i
```

## (a) The greatest dividing power of two

For \(m\neq0\), show that
\[
\ell(m)=\max\{2^k : 2^k\mid m\}.
\]

Write \(m=2^{v}u\) with \(u\) odd. Then \(2^k\mid m\) exactly when \(k\le v\), and \(2^k\) grows with \(k\), so the maximum is \(2^v\). The hypothesis is needed: every power of two divides \(0\), so no greatest one exists there.

`IsGreatest` asks for membership and an upper bound, which the proof supplies in that order.

```lean
/-- For nonzero `m`, `low m` is the greatest power of two that divides `m`. -/
theorem low_isGreatest {m : ℕ} (hm : m ≠ 0) :
    IsGreatest {d : ℕ | d ∣ m ∧ ∃ k : ℕ, d = 2 ^ k} (low m) := by
  refine ⟨⟨pow_padicValNat_dvd, _, rfl⟩, ?_⟩
  rintro d ⟨hd, k, rfl⟩
  exact Nat.pow_le_pow_right (by norm_num) ((padicValNat_dvd_iff_le hm).mp hd)
```

## (b) Doubling a label

Show that
\[
\ell(2k)=2\,\ell(k)\quad(k\ne0),\qquad \ell(2k+1)=1.
\]

Doubling raises the exponent of 2 by one. An odd number has exponent zero.

```lean
/-- Doubling a nonzero label doubles `low`, and `low` of an odd label is one. -/
theorem low_double (k : ℕ) :
    (k ≠ 0 → low (2 * k) = 2 * low k) ∧ low (2 * k + 1) = 1 := by
  constructor
  · intro hk
    unfold low
    rw [padicValNat.mul (by norm_num) hk, padicValNat.self (by norm_num), pow_add, pow_one]
  · unfold low
    rw [padicValNat.eq_zero_of_not_dvd (by omega), pow_zero]
```

## (c) Appending a binary digit

Show that
\[
s(2k)=s(k),\qquad s(2k+1)=s(k)+1.
\]

Splitting off the last digit gives \(s(n)=(n \bmod 2)+s(\lfloor n/2\rfloor)\), which is `step` in the proof. Insert \(n=2k\) and \(n=2k+1\).

```lean
/-- Appending a binary zero keeps the number of ones, and appending a one raises it by one. -/
theorem ones_double (k : ℕ) :
    ones (2 * k) = ones k ∧ ones (2 * k + 1) = ones k + 1 := by
  have step : ∀ n : ℕ, ones n = n % 2 + ones (n / 2) := by
    intro n
    rcases Nat.eq_zero_or_pos n with h | h
    · subst h
      simp [ones]
    · unfold ones
      rw [Nat.digits_def' (by norm_num) h, List.sum_cons]
  have h0 := step (2 * k)
  have h1 := step (2 * k + 1)
  rw [show 2 * k % 2 = 0 by omega, show 2 * k / 2 = k by omega] at h0
  rw [show (2 * k + 1) % 2 = 1 by omega, show (2 * k + 1) / 2 = k by omega] at h1
  constructor <;> omega
```

## (d) One subtraction removes one binary one

For \(j>0\), show that
\[
s(j)=s(j-\ell(j))+1.
\]

Use strong induction. If \(j=2k\), then \(j-\ell(j)=2(k-\ell(k))\) by (b), and
\[
s(2k)=s(k)=s(k-\ell(k))+1=s(2(k-\ell(k)))+1.
\]
If \(j=2k+1\), then \(j-\ell(j)=2k\) and \(s(2k+1)=s(k)+1=s(2k)+1\). The proof makes the same case split.

```lean
/-- For positive `j`, the number of binary ones of `j` is one more than that of `j - low j`. -/
theorem ones_sub_low (j : ℕ) (hj : 0 < j) : ones j = ones (j - low j) + 1 := by
  induction j using Nat.strong_induction_on with
  | h j ih =>
    obtain ⟨k, hk | hk⟩ := Nat.even_or_odd' j
    · -- an even label: strip the trailing zero
      subst hk
      rw [(low_double k).1 (by omega),
        show 2 * k - 2 * low k = 2 * (k - low k) by omega,
        (ones_double k).1, (ones_double (k - low k)).1]
      exact ih k (by omega) (by omega)
    · -- an odd label: the trailing one is removed
      subst hk
      rw [(low_double k).2, show 2 * k + 1 - 1 = 2 * k by omega,
        (ones_double k).1, (ones_double k).2]
```

## (e) Recursion for the parity set

For \(j>0\), show that
\[
P(j)=\{j\}\cup P(j-\ell(j)).
\]

The first visited label is \(j\); the rest are those visited from \(j-\ell(j)\). For example, \(P(6)=\{6,4\}\). Lean writes \(j=k+1\) and unfolds the definition.

```lean
/-- The parity set of a positive `j` consists of `j` and the parity set of `j - low j`. -/
theorem paritySet_of_pos {j : ℕ} (hj : 0 < j) :
    paritySet j = insert j (paritySet (j - low j)) := by
  obtain ⟨k, rfl⟩ : ∃ k, j = k + 1 := ⟨j - 1, by omega⟩
  rw [paritySet]
```

## (f) Range of the visited labels

Show that
\[
m\in P(j)\;\Rightarrow\;1\le m\le j.
\]

\(P(0)\) is empty. For \(j>0\), either \(m=j\), or \(m\in P(j-\ell(j))\) and induction gives \(1\le m\le j-\ell(j)<j\).

```lean
/-- Every label in the parity set of `j` lies between `1` and `j`. -/
theorem paritySet_bounds (j : ℕ) : ∀ m ∈ paritySet j, 0 < m ∧ m ≤ j := by
  induction j using Nat.strong_induction_on with
  | h j ih =>
    intro m hm
    rcases Nat.eq_zero_or_pos j with h | h
    · subst h
      simp [paritySet] at hm
    · have hl : 0 < low j := by unfold low; positivity
      rw [paritySet_of_pos h, mem_insert] at hm
      rcases hm with hm | hm
      · omega
      · have := ih (j - low j) (by omega) m hm
        omega
```

## (g) The partition and its size

Show that the blocks \(B(m)\), \(m\in P(j)\), are pairwise disjoint and
\[
\bigcup_{m\in P(j)}B(m)=\{1,\dots,j\},\qquad |P(j)|=s(j).
\]

For \(j=0\) everything is empty. For \(j>0\), put \(r=j-\ell(j)\) and assume the claim for \(r\). By (f), the blocks from \(P(r)\) end at or below \(r\), while \(B(j)=\{r+1,\dots,j\}\). This gives disjointness (`hsep`), and the union is \(\{1,\dots,r\}\cup\{r+1,\dots,j\}\). Since \(j\notin P(r)\) (`hnot`), part (d) gives \(|P(j)|=s(r)+1=s(j)\).

The blocks of all labels up to \(j\) need not be disjoint: \(B(1)=\{1\}\) lies inside \(B(2)=\{1,2\}\). By the result above, the labels 1 and 2 therefore never occur in the same parity set.

```lean
/-- The blocks of the parity set of `j` are pairwise disjoint, their union is `{1, …, j}`,
and their number is the number of binary ones of `j`. -/
theorem fenwick_partition (j : ℕ) :
    (paritySet j : Set ℕ).PairwiseDisjoint block ∧
      (paritySet j).biUnion block = Icc 1 j ∧ (paritySet j).card = ones j := by
  induction j using Nat.strong_induction_on with
  | h j ih =>
    rcases Nat.eq_zero_or_pos j with h | h
    · subst h
      simp [paritySet, ones]
    · have hl : 0 < low j := by unfold low; positivity
      have hle : low j ≤ j := Nat.le_of_dvd h (low_isGreatest (by omega)).1.1
      obtain ⟨hd, hu, hc⟩ := ih (j - low j) (by omega)
      have hb := paritySet_bounds (j - low j)
      -- the other blocks end at or below `j - low j`, and the block of `j` lies strictly above it
      have hsep : ∀ b ∈ paritySet (j - low j), Disjoint (block j) (block b) := by
        intro b hbm
        refine Finset.disjoint_left.mpr ?_
        intro x hx hy
        simp only [block, mem_Ioc] at hx hy
        have := hb b hbm
        omega
      have hnot : j ∉ paritySet (j - low j) := by
        intro hm
        have := hb j hm
        omega
      rw [paritySet_of_pos h]
      refine ⟨?_, ?_, ?_⟩
      · intro a ha b hbm hab
        have ha' := mem_insert.mp (mem_coe.mp ha)
        have hb' := mem_insert.mp (mem_coe.mp hbm)
        rcases ha' with ha' | ha' <;> rcases hb' with hb' | hb'
        · exact absurd (ha'.trans hb'.symm) hab
        · rw [ha']
          exact hsep b hb'
        · rw [hb']
          exact (hsep a ha').symm
        · exact hd (mem_coe.mpr ha') (mem_coe.mpr hb') hab
      · rw [biUnion_insert, hu]
        ext x
        simp only [block, mem_union, mem_Ioc, mem_Icc]
        omega
      · rw [card_insert_of_notMem hnot, hc, ← ones_sub_low j h]
```

## (h) Reading the parity from the qubits

Show that, modulo two,
\[
\sum_{i=1}^{j}n_i=\sum_{m\in P(j)}q_m.
\]

By (g), the left sum splits into sums over disjoint blocks, and each block sum is \(q_m\). `sum_biUnion` performs this split.

```lean
/-- The parity of the first `j` orbitals is the sum modulo two of the encoded qubits
in the parity set of `j`. -/
theorem prefix_parity (occ : ℕ → ZMod 2) (j : ℕ) :
    ∑ i ∈ Icc 1 j, occ i = ∑ m ∈ paritySet j, encode occ m := by
  rw [← (fenwick_partition j).2.1, sum_biUnion (fenwick_partition j).1]
  rfl
```

## (i) The largest number of qubits read

Show that
\[
|P(j)|\le n\quad(j<2^n),\qquad |P(2^n-1)|=n.
\]

By (g), it suffices to study \(s\), by induction on \(n\). For \(n=0\), only \(j=0\) occurs. If \(j<2^{n+1}\), write \(j=2k\) or \(2k+1\) with \(k<2^n\); by (c), \(s(j)\le s(k)+1\le n+1\). Equality follows from \(2^{n+1}-1=2(2^n-1)+1\).

```lean
/-- For `j < 2 ^ n` the parity set has at most `n` qubits, and for `j = 2 ^ n - 1` it has
exactly `n`. -/
theorem paritySet_card_bound (n : ℕ) :
    (∀ j < 2 ^ n, (paritySet j).card ≤ n) ∧ (paritySet (2 ^ n - 1)).card = n := by
  simp only [(fenwick_partition _).2.2]
  induction n with
  | zero => simp [ones]
  | succ n ih =>
    have hp : 2 ^ (n + 1) = 2 * 2 ^ n := by ring
    have hpos : 0 < 2 ^ n := by positivity
    constructor
    · intro j hj
      obtain ⟨k, hk | hk⟩ := Nat.even_or_odd' j
      · have h1 := ih.1 k (by omega)
        rw [hk, (ones_double k).1]
        omega
      · have h1 := ih.1 k (by omega)
        rw [hk, (ones_double k).2]
        omega
    · rw [show 2 ^ (n + 1) - 1 = 2 * (2 ^ n - 1) + 1 by omega,
        (ones_double (2 ^ n - 1)).2, ih.2]

end

end FenwickParity
```

```lean
#print axioms FenwickParity.fenwick_partition
-- 'FenwickParity.fenwick_partition' depends on axioms: [propext, Classical.choice, Quot.sound]
#print axioms FenwickParity.prefix_parity
-- 'FenwickParity.prefix_parity' depends on axioms: [propext, Classical.choice, Quot.sound]
#print axioms FenwickParity.paritySet_card_bound
-- 'FenwickParity.paritySet_card_bound' depends on axioms: [propext, Classical.choice, Quot.sound]
```
